# Linear convergence of the surface charge iteration for ε > 1 and a nonpositive matrix with column sums −2π

## How many sweeps a solvent calculation needs

A continuum-solvent calculation may find the apparent charges on the cavity surface by the plain fixed-point iteration given below, without damping or extrapolation, and the question is then how many sweeps are enough. For a fixed solute and a finite surface matrix with the two properties in the title, the dielectric constant ε > 1 of the solvent and the desired reduction of the error give a sufficient number. Each sweep multiplies the summed absolute error by at most

r = (ε − 1)/(ε + 1).

Reducing the error by a factor of 10⁶ takes at most 13 sweeps at ε = 2 and at most 553 at ε = 80. If the initial error has the same sign on every element, these numbers are also needed.

## The surface charge equation

Let q_i be the apparent charge on surface element i, and E_i the outward flux of the solute's field through it, in Gaussian units. The matrix entry D_ij is minus the flux through element i produced by a unit charge on element j. With permittivity 1 inside the cavity and ε outside, the dielectric boundary condition reads

c q = D q − E, with c = 2π(ε + 1)/(ε − 1),

and one sweep of the solver is F(q) = (D q − E)/c.

Two conditions on D are assumed:

- D_ij ≤ 0. On a convex cavity, the field of a positive charge on the surface points nowhere inward at the other points of the surface. A molecular cavity made of overlapping spheres is usually not convex; some D_ij can then be positive, and the convergence theorem does not cover that case.
- Σ_i D_ij = −2π for each j. This is Gauss's law for a charge on a smooth surface: half of its flux 4π counts as leaving the cavity.

A discretised matrix may satisfy the second condition only approximately, unless its diagonal is chosen to enforce it.

## What is stated in Lean

The surface elements form a finite type `n`. The charges and fluxes are functions `n → ℝ`, and `D` is a `Matrix n n ℝ`. The definitions `coupling eps`, `contrast eps` and `chargeUpdate D eps E` are c, r and F, and `l1 x` is ‖x‖ = Σ_i |x_i|. The k-th iterate is written `(chargeUpdate D eps E)^[k] q`.

The main theorem, `solver_converges`, takes the two conditions on D as `hD` and `hcol`, together with ε > 1. It says that there is a vector p such that

- a vector is a fixed point of F exactly when it equals p;
- the iterates from every start q tend to p;
- after k sweeps the error is at most r^k ‖q − p‖, with equality if q − p has no negative or no positive component.

Further theorems treat errors of mixed sign and the total charge.

The statement concerns a given finite matrix. It does not derive the two conditions from a cavity geometry, and it does not treat discretisation error, rounding, or a solute density that responds to the charges.

The column condition is easily misread as one on rows. In `∑ i, D i j` the column j is fixed and the receiving element i is summed over. Row sums of −2π would not give the l1 bound: if both rows of D are (−2π, 0), the error (1, 0) becomes (−r, −r), whose l1 size is 2r.

The unknowns could also have been charge densities s_i = q_i/a_i on elements of area a_i. The matrix acting on them is D′_ij = D_ij a_j/a_i. Its column condition reads Σ_i a_i D′_ij = −2π a_j, and the same rate would hold for the weighted error Σ_i a_i |δs_i|, where δs_i is the error of s_i.

## From the column sums to the error bound

First, 2π/c = r, and 0 < r < 1 because ε > 1. For two charge vectors with difference x = q − p the flux cancels:

F(q) − F(p) = D x/c.

Exchanging the sums gives the total of D x:

Σ_i (D x)_i = Σ_j (Σ_i D_ij) x_j = −2π Σ_j x_j.

Since D_ij ≤ 0, the triangle inequality in row i gives

|(D x)_i| ≤ −Σ_j D_ij |x_j|.

Summing over i, with the previous identity applied to |x|, yields ‖D x‖ ≤ 2π ‖x‖, and therefore

‖F(q) − F(p)‖ ≤ r ‖q − p‖.

**One fixed point.** If p and p′ are both fixed, then (1 − r)‖p′ − p‖ ≤ 0, so p′ = p. For existence, write the fixed-point equation as (c − D)p = −E. If (c − D)x = 0, then x is a fixed point for E = 0. So is the zero vector, hence x = 0. Thus c − D is injective, and in finite dimension also surjective.

**Errors of one sign.** Let x_k be the error vector after k sweeps. Induction gives ‖x_k‖ ≤ r^k ‖x_0‖, which tends to zero. The total charge error obeys an equality:

Σ_i (x_k)_i = (−r)^k Σ_i (x_0)_i.

If x_0 has one sign, then ‖x_0‖ = |Σ_i (x_0)_i|, so

‖x_k‖ ≥ |Σ_i (x_k)_i| = r^k ‖x_0‖,

and the upper bound is attained.

**Errors of mixed sign.** If all D_ij < 0 and x_0 has components of both signs, each row sum contains terms of both signs. The triangle inequality is then strict, so ‖x_1‖ < r ‖x_0‖, and the bound stays strict for every k ≥ 1.

**Total charge.** Let the total flux be 4πQ, as for a solute charge Q inside the cavity. Summing c p = D p − E over the elements gives

(c + 2π) Σ_i p_i = −4πQ.

Since c + 2π = 4πε/(ε − 1), the converged charge is −(ε − 1)Q/ε.

## The complete Lean file

```lean
import Mathlib

open Matrix Filter
open scoped Real

namespace SurfaceChargeIteration

noncomputable section

variable {n : Type*} [Fintype n]

/-- The coefficient `c = 2π(ε+1)/(ε-1)` of the surface charge equation, with `ε` the dielectric
constant, for `ε ≠ 1`. -/
def coupling (eps : ℝ) : ℝ := 2 * π * (eps + 1) / (eps - 1)

/-- The dielectric contrast `(ε-1)/(ε+1)`, for `ε ≠ -1`. -/
def contrast (eps : ℝ) : ℝ := (eps - 1) / (eps + 1)

/-- The l1 size of a surface charge vector: the sum of the absolute element charges. -/
def l1 (x : n → ℝ) : ℝ := ∑ i, |x i|

/-- One sweep of the solver, `q ↦ (D q - E)/c`, with `E` the solute flux through the surface
elements, for `ε ≠ 1` and `ε ≠ -1`. -/
def chargeUpdate (D : Matrix n n ℝ) (eps : ℝ) (E q : n → ℝ) : n → ℝ :=
  fun i => ((D *ᵥ q) i - E i) / coupling eps

/-- For `ε > 1` the constant `c` is positive, and `2π/c` is the dielectric contrast, which lies
strictly between 0 and 1. -/
theorem coupling_facts {eps : ℝ} (heps : 1 < eps) :
    0 < coupling eps ∧ (coupling eps)⁻¹ * (2 * π) = contrast eps ∧
      0 < contrast eps ∧ contrast eps < 1 := by
  have h1 : 0 < eps - 1 := by linarith
  have h2 : 0 < eps + 1 := by linarith
  have hpi := Real.pi_pos
  refine ⟨div_pos (mul_pos (by positivity) h2) h1, ?_, div_pos h1 h2, ?_⟩
  · have h1' := h1.ne'
    have h2' := h2.ne'
    unfold coupling contrast
    field_simp
  · rw [contrast, div_lt_one h2]
    linarith

/-- The difference of two charge vectors is propagated by `D/c`; the solute flux drops out. -/
theorem chargeUpdate_sub (D : Matrix n n ℝ) (eps : ℝ) (E q p : n → ℝ) (i : n) :
    (chargeUpdate D eps E q - chargeUpdate D eps E p) i
      = (coupling eps)⁻¹ * (D *ᵥ (q - p)) i := by
  simp only [chargeUpdate, Pi.sub_apply, Matrix.mulVec_sub]
  ring

/-- If all column sums of `D` are `-2π`, then `D` multiplies the total charge by `-2π`. -/
theorem sum_mulVec {D : Matrix n n ℝ} (hcol : ∀ j, ∑ i, D i j = -(2 * π)) (x : n → ℝ) :
    ∑ i, (D *ᵥ x) i = -(2 * π) * ∑ i, x i := by
  simp only [Matrix.mulVec, dotProduct]
  rw [Finset.sum_comm, Finset.mul_sum]
  refine Finset.sum_congr rfl fun j _ => ?_
  rw [← Finset.sum_mul, hcol]

/-- For `ε > 1` and `D` with nonpositive entries and column sums `-2π`, one sweep shrinks the l1
distance of two charge vectors at least by the factor `(ε-1)/(ε+1)`. -/
theorem chargeUpdate_l1_le {D : Matrix n n ℝ} {eps : ℝ} (hD : ∀ i j, D i j ≤ 0)
    (hcol : ∀ j, ∑ i, D i j = -(2 * π)) (heps : 1 < eps) (E q p : n → ℝ) :
    l1 (chargeUpdate D eps E q - chargeUpdate D eps E p) ≤ contrast eps * l1 (q - p) := by
  obtain ⟨hc, hr, -, -⟩ := coupling_facts heps
  -- triangle inequality in each row
  have h : ∀ i, |(chargeUpdate D eps E q - chargeUpdate D eps E p) i|
      ≤ (coupling eps)⁻¹ * -((D *ᵥ fun j => |(q - p) j|) i) := by
    intro i
    rw [chargeUpdate_sub, abs_mul, abs_of_pos (inv_pos.2 hc)]
    refine mul_le_mul_of_nonneg_left ?_ (inv_pos.2 hc).le
    simp only [Matrix.mulVec, dotProduct]
    rw [← Finset.sum_neg_distrib]
    refine (Finset.abs_sum_le_sum_abs _ _).trans (Finset.sum_le_sum fun j _ => ?_)
    rw [abs_mul, abs_of_nonpos (hD i j), neg_mul]
  refine (Finset.sum_le_sum fun i _ => h i).trans_eq ?_
  rw [← Finset.mul_sum, Finset.sum_neg_distrib, sum_mulVec hcol, ← hr]
  simp only [l1]
  ring

/-- For `ε > 1`, `D` with nonpositive entries and column sums `-2π`, and `p` a fixed point, the l1
error after `k` sweeps is at most `((ε-1)/(ε+1))^k` times the initial one. -/
theorem error_le {D : Matrix n n ℝ} {eps : ℝ} (hD : ∀ i j, D i j ≤ 0)
    (hcol : ∀ j, ∑ i, D i j = -(2 * π)) (heps : 1 < eps) {E p : n → ℝ}
    (hp : chargeUpdate D eps E p = p) (q : n → ℝ) (k : ℕ) :
    l1 ((chargeUpdate D eps E)^[k] q - p) ≤ contrast eps ^ k * l1 (q - p) := by
  induction k with
  | zero => simp
  | succ k ih =>
    have h := chargeUpdate_l1_le hD hcol heps E ((chargeUpdate D eps E)^[k] q) p
    rw [hp] at h
    rw [Function.iterate_succ_apply', pow_succ', mul_assoc]
    exact h.trans (mul_le_mul_of_nonneg_left ih (coupling_facts heps).2.2.1.le)

/-- For `ε > 1`, `D` with column sums `-2π`, and `p` a fixed point, the error of the total charge
after `k` sweeps is exactly `(-(ε-1)/(ε+1))^k` times the initial one. -/
theorem total_charge_error {D : Matrix n n ℝ} {eps : ℝ}
    (hcol : ∀ j, ∑ i, D i j = -(2 * π)) (heps : 1 < eps) {E p : n → ℝ}
    (hp : chargeUpdate D eps E p = p) (q : n → ℝ) (k : ℕ) :
    ∑ i, ((chargeUpdate D eps E)^[k] q - p) i = (-contrast eps) ^ k * ∑ i, (q - p) i := by
  induction k with
  | zero => simp
  | succ k ih =>
    have h := Finset.sum_congr (rfl : (Finset.univ : Finset n) = Finset.univ)
      fun i _ => chargeUpdate_sub D eps E ((chargeUpdate D eps E)^[k] q) p i
    rw [hp, ← Finset.mul_sum, sum_mulVec hcol, ih] at h
    rw [Function.iterate_succ_apply', h, pow_succ', ← (coupling_facts heps).2.1]
    ring

/-- For `ε > 1` and `D` with nonpositive entries and column sums `-2π`, the solver has exactly one
fixed point and converges to it from every start. The l1 error after `k` sweeps is at most
`((ε-1)/(ε+1))^k` times the initial one, with equality if the initial error has one sign. -/
theorem solver_converges {D : Matrix n n ℝ} {eps : ℝ} (hD : ∀ i j, D i j ≤ 0)
    (hcol : ∀ j, ∑ i, D i j = -(2 * π)) (heps : 1 < eps) (E : n → ℝ) :
    ∃ p, (∀ p', chargeUpdate D eps E p' = p' ↔ p' = p) ∧ ∀ q,
      Tendsto (fun k => (chargeUpdate D eps E)^[k] q) atTop (nhds p) ∧
      ∀ k, l1 ((chargeUpdate D eps E)^[k] q - p) ≤ contrast eps ^ k * l1 (q - p) ∧
        ((∀ i, p i ≤ q i) ∨ (∀ i, q i ≤ p i) →
          l1 ((chargeUpdate D eps E)^[k] q - p) = contrast eps ^ k * l1 (q - p)) := by
  obtain ⟨hc, -, hr0, hr1⟩ := coupling_facts heps
  have hle : ∀ (x : n → ℝ) i, |x i| ≤ l1 x := fun x i =>
    Finset.single_le_sum (f := fun j => |x j|) (fun j _ => abs_nonneg _) (Finset.mem_univ i)
  -- the contraction leaves room for one fixed point only
  have uniq : ∀ F p p' : n → ℝ, chargeUpdate D eps F p = p →
      chargeUpdate D eps F p' = p' → p' = p := by
    intro F p p' hp hp'
    have h := chargeUpdate_l1_le hD hcol heps F p' p
    rw [hp, hp'] at h
    have h0 : l1 (p' - p) ≤ 0 := by nlinarith
    ext i
    have hi : |p' i - p i| ≤ 0 := (hle (p' - p) i).trans h0
    exact sub_eq_zero.1 (abs_eq_zero.1 (le_antisymm hi (abs_nonneg _)))
  -- so `c - D` is injective, hence surjective
  let L : (n → ℝ) →ₗ[ℝ] (n → ℝ) := coupling eps • LinearMap.id - D.mulVecLin
  have hL : ∀ x i, L x i = coupling eps * x i - (D *ᵥ x) i := by
    intro x i
    simp [L]
  have hinj : Function.Injective L := by
    refine (injective_iff_map_eq_zero L).2 fun x hx => uniq 0 0 x ?_ ?_
    · ext i
      simp [chargeUpdate]
    · ext i
      have h := congrFun hx i
      rw [hL, Pi.zero_apply] at h
      simp only [chargeUpdate, Pi.zero_apply]
      rw [div_eq_iff hc.ne']
      linarith
  obtain ⟨p, hLp⟩ := LinearMap.injective_iff_surjective.1 hinj (-E)
  have hp : chargeUpdate D eps E p = p := by
    ext i
    have h := congrFun hLp i
    rw [hL, Pi.neg_apply] at h
    simp only [chargeUpdate]
    rw [div_eq_iff hc.ne']
    linarith
  refine ⟨p, fun p' => ⟨uniq E p p' hp, fun h => h ▸ hp⟩, fun q => ⟨?_, fun k =>
    ⟨error_le hD hcol heps hp q k, fun hs => ?_⟩⟩⟩
  · have hlim : Tendsto (fun k : ℕ => contrast eps ^ k * l1 (q - p)) atTop (nhds 0) := by
      simpa using (tendsto_pow_atTop_nhds_zero_of_lt_one hr0.le hr1).mul_const (l1 (q - p))
    refine tendsto_pi_nhds.2 fun i => tendsto_iff_dist_tendsto_zero.2
      (squeeze_zero (fun _ => dist_nonneg) (fun k => ?_) hlim)
    rw [Real.dist_eq]
    exact (hle ((chargeUpdate D eps E)^[k] q - p) i).trans (error_le hD hcol heps hp q k)
  · -- the total charge error bounds the l1 error from below
    have hsum : l1 (q - p) = |∑ i, (q - p) i| := by
      rcases hs with h | h
      · have h' : ∀ i, 0 ≤ (q - p) i := fun i => sub_nonneg.2 (h i)
        rw [abs_of_nonneg (Finset.sum_nonneg fun i _ => h' i)]
        exact Finset.sum_congr rfl fun i _ => abs_of_nonneg (h' i)
      · have h' : ∀ i, (q - p) i ≤ 0 := fun i => sub_nonpos.2 (h i)
        rw [abs_of_nonpos (Finset.sum_nonpos fun i _ => h' i), ← Finset.sum_neg_distrib]
        exact Finset.sum_congr rfl fun i _ => abs_of_nonpos (h' i)
    refine le_antisymm (error_le hD hcol heps hp q k) ?_
    have h := Finset.abs_sum_le_sum_abs
      (fun i => ((chargeUpdate D eps E)^[k] q - p) i) Finset.univ
    rw [total_charge_error hcol heps hp q k, abs_mul, abs_pow, abs_neg, abs_of_pos hr0,
      ← hsum] at h
    exact h

/-- For `ε > 1`, `D` with strictly negative entries and column sums `-2π`, and `p` a fixed point,
an initial error of mixed sign makes the l1 error bound strict from the first sweep on. -/
theorem error_lt_of_mixed_sign {D : Matrix n n ℝ} {eps : ℝ} (hD : ∀ i j, D i j < 0)
    (hcol : ∀ j, ∑ i, D i j = -(2 * π)) (heps : 1 < eps) {E p q : n → ℝ}
    (hp : chargeUpdate D eps E p = p) {a b : n} (ha : p a < q a) (hb : q b < p b) (k : ℕ) :
    l1 ((chargeUpdate D eps E)^[k + 1] q - p) < contrast eps ^ (k + 1) * l1 (q - p) := by
  obtain ⟨hc, hr, hr0, -⟩ := coupling_facts heps
  have ha' : 0 < (q - p) a := sub_pos.2 ha
  have hb' : (q - p) b < 0 := sub_neg.2 hb
  -- charges of both signs cancel partly in every row
  have h : ∀ i, |(chargeUpdate D eps E q - p) i|
      < (coupling eps)⁻¹ * -((D *ᵥ fun j => |(q - p) j|) i) := by
    intro i
    have hi := chargeUpdate_sub D eps E q p i
    rw [hp] at hi
    rw [hi, abs_mul, abs_of_pos (inv_pos.2 hc)]
    refine mul_lt_mul_of_pos_left ?_ (inv_pos.2 hc)
    simp only [Matrix.mulVec, dotProduct]
    refine abs_lt.2 ⟨?_, ?_⟩
    · rw [neg_neg]
      refine Finset.sum_lt_sum (fun j _ => ?_) ⟨b, Finset.mem_univ b, ?_⟩
      · exact mul_le_mul_of_nonpos_left (le_abs_self _) (hD i j).le
      · exact mul_lt_mul_of_neg_left (hb'.trans_le (abs_nonneg _)) (hD i b)
    · rw [← Finset.sum_neg_distrib]
      refine Finset.sum_lt_sum (fun j _ => ?_) ⟨a, Finset.mem_univ a, ?_⟩
      · rw [← mul_neg]
        exact mul_le_mul_of_nonpos_left (neg_abs_le _) (hD i j).le
      · rw [← mul_neg]
        exact mul_lt_mul_of_neg_left
          ((neg_nonpos.2 (abs_nonneg _)).trans_lt ha') (hD i a)
  have h1 : l1 (chargeUpdate D eps E q - p) < contrast eps * l1 (q - p) := by
    refine (Finset.sum_lt_sum_of_nonempty ⟨a, Finset.mem_univ a⟩ fun i _ => h i).trans_eq ?_
    rw [← Finset.mul_sum, Finset.sum_neg_distrib, sum_mulVec hcol, ← hr]
    simp only [l1]
    ring
  rw [Function.iterate_succ_apply, pow_succ, mul_assoc]
  exact (error_le (fun i j => (hD i j).le) hcol heps hp _ k).trans_lt
    (mul_lt_mul_of_pos_left h1 (pow_pos hr0 k))

/-- For `ε > 1`, `D` with column sums `-2π` and total solute flux `4πQ`, the charges of a fixed
point add up to `-(ε-1)Q/ε`. -/
theorem total_charge_fixed_point {D : Matrix n n ℝ} {eps Q : ℝ}
    (hcol : ∀ j, ∑ i, D i j = -(2 * π)) (heps : 1 < eps) {E p : n → ℝ}
    (hE : ∑ i, E i = 4 * π * Q) (hp : chargeUpdate D eps E p = p) :
    ∑ i, p i = -(eps - 1) * Q / eps := by
  have hc := (coupling_facts heps).1
  have h1 : eps - 1 ≠ 0 := by linarith
  have he : eps ≠ 0 := by linarith
  have hc' : coupling eps * (eps - 1) = 2 * π * (eps + 1) := div_mul_cancel₀ _ h1
  -- sum the fixed point equation over the surface
  have h : ∑ i, ((D *ᵥ p) i - E i) = ∑ i, p i * coupling eps :=
    Finset.sum_congr rfl fun i _ => (div_eq_iff hc.ne').1 (congrFun hp i)
  rw [Finset.sum_sub_distrib, sum_mulVec hcol, hE, ← Finset.sum_mul] at h
  have hpi : 4 * π ≠ 0 := mul_ne_zero (by norm_num) Real.pi_ne_zero
  rw [eq_div_iff he]
  refine mul_left_cancel₀ hpi ?_
  linear_combination -(eps - 1) * h - (∑ i, p i) * hc'

/-- The uniform matrix with all entries `-2π/(N+1)` on `N+1` surface elements has strictly
negative entries and column sums `-2π`. -/
theorem uniform_witness (N : ℕ) :
    (∀ i j, (Matrix.of fun _ _ : Fin (N + 1) => -(2 * π) / ((N : ℝ) + 1)) i j < 0) ∧
    ∀ j, ∑ i, (Matrix.of fun _ _ : Fin (N + 1) => -(2 * π) / ((N : ℝ) + 1)) i j
      = -(2 * π) := by
  have hN : (0 : ℝ) < (N : ℝ) + 1 := by positivity
  refine ⟨fun i j => ?_, fun j => ?_⟩
  · rw [Matrix.of_apply]
    exact div_neg_of_neg_of_pos (by linarith [Real.pi_pos]) hN
  · simp only [Matrix.of_apply, Finset.sum_const, Finset.card_univ, Fintype.card_fin,
      nsmul_eq_mul, Nat.cast_add, Nat.cast_one]
    exact mul_div_cancel₀ _ hN.ne'

end

end SurfaceChargeIteration
```

```lean
#print axioms SurfaceChargeIteration.solver_converges
#print axioms SurfaceChargeIteration.error_lt_of_mixed_sign
#print axioms SurfaceChargeIteration.total_charge_fixed_point
```

```
'SurfaceChargeIteration.solver_converges' depends on axioms: [propext, Classical.choice, Quot.sound]
'SurfaceChargeIteration.error_lt_of_mixed_sign' depends on axioms: [propext, Classical.choice, Quot.sound]
'SurfaceChargeIteration.total_charge_fixed_point' depends on axioms: [propext, Classical.choice, Quot.sound]
```

## How the lemmas fit together

`coupling_facts` supplies c > 0, 2π/c = r and 0 < r < 1. `chargeUpdate_sub` removes the flux from a difference, and `sum_mulVec` exchanges the two sums with `Finset.sum_comm`. `chargeUpdate_l1_le` combines them: its inner claim `h` is the triangle inequality in one row, and the lines after it sum over the rows.

`error_le` and `total_charge_error` are inductions on k. Both use `Function.iterate_succ_apply'` to split off the last sweep.

In `solver_converges`, `uniq` is stated for an arbitrary flux, called `F` in the code (not the sweep F), because it is needed twice: with zero flux for the injectivity of the linear map `L`, which is c − D, and with `E` for uniqueness. `LinearMap.injective_iff_surjective` then provides p. Convergence is proved component by component, squeezing each error between zero and r^k ‖q − p‖. For equality, `hsum` identifies the initial l1 error with the absolute total charge error, and `total_charge_error` gives the lower bound.

`error_lt_of_mixed_sign` bounds each row sum from both sides. The negative component `b` makes one bound strict and the positive component `a` the other. It splits off the first sweep and leaves the remaining k to `error_le`.

`total_charge_fixed_point` sums the fixed-point equation and solves for the total. `uniform_witness` shows that the matrix with all entries −2π/(N + 1) on N + 1 elements meets the conditions on D, including strict negativity.
